# The gradient of the Gaussian-process log marginal likelihood with respect to one hyperparameter

## Choosing the hyperparameters of a potential

A Gaussian-process interatomic potential for an alloy can be fitted to energies from electronic-structure calculations. It assumes a covariance between the energies of any two atomic configurations, and this covariance contains hyperparameters such as a length scale, a signal variance and a noise variance. The predictions depend on their values, so a criterion for choosing them is useful.

One criterion is the probability density that the model assigns to the reference energies. Let $y$ be the vector of $N$ reference energies, measured from a baseline and in a fixed unit, and let $K(t)$ be their $N\times N$ covariance matrix as a function of one hyperparameter $t$. The log marginal likelihood, also called the log evidence, is

$$L(t) = -\tfrac12\, y^T K^{-1} y - \tfrac12 \ln\det K - \tfrac N2 \ln 2\pi .$$

The first term rewards agreement with the data. The second penalises a covariance that spreads probability over many possible data sets. A gradient-based search for the best $t$ needs $dL/dt$.

## The gradient and its derivation

Where $K$ is positive definite and its entries are differentiable with derivative matrix $K'$,

$$\frac{dL}{dt} = \tfrac12\, y^T K^{-1}K'K^{-1}y - \tfrac12 \operatorname{tr}(K^{-1}K').$$

**Determinant.** Write $\det K = \sum_\sigma \operatorname{sgn}(\sigma) \prod_i K_{\sigma(i)\,i}$, with $\sigma$ running over permutations. The product rule gives

$$(\det K)' = \sum_i \sum_\sigma \operatorname{sgn}(\sigma)\, K'_{\sigma(i)\,i} \prod_{j\ne i} K_{\sigma(j)\,j}.$$

For fixed $i$, the inner sum is the determinant of $K$ with column $i$ replaced by column $i$ of $K'$. By Cramer's rule this is $(\operatorname{adj}(K)K')_{ii}$, where $\operatorname{adj}(K)$ is the adjugate. Hence $(\det K)' = \operatorname{tr}(\operatorname{adj}(K)K')$, which is Jacobi's formula. Dividing by $\det K$ and using $K^{-1} = \operatorname{adj}(K)/\det K$ gives $(\ln\det K)' = \operatorname{tr}(K^{-1}K')$.

**Inverse.** Each entry of $\operatorname{adj}(K)$ is itself a determinant, so the entries of $K^{-1}$ are differentiable where $\det K \neq 0$. Differentiating $KK^{-1}=1$ gives $K'K^{-1} + K(K^{-1})' = 0$, and multiplication by $K^{-1}$ from the left gives $(K^{-1})' = -K^{-1}K'K^{-1}$.

**Sum.** The data-fit term therefore has derivative $+\tfrac12 y^TK^{-1}K'K^{-1}y$. Subtracting $\tfrac12\operatorname{tr}(K^{-1}K')$ gives the result, since the last term of $L$ is constant.

## Weights, competing terms and the signal variance

Let $\alpha = K^{-1}y$ be the weights of the fitted potential. Since $K^{-1}$ is symmetric,

$$y^TK^{-1}K'K^{-1}y = \alpha^TK'\alpha = \operatorname{tr}(\alpha\alpha^TK'), \qquad \frac{dL}{dt} = \tfrac12\operatorname{tr}\big((\alpha\alpha^T-K^{-1})K'\big).$$

Once $\alpha$ and $K^{-1}$ are stored, each further hyperparameter costs one sum over matrix entries, in addition to building its $K'$.

If $K' = B^TB$ for some real matrix $B$, as for a noise variance with $K'=1$, then $\alpha^TK'\alpha = |B\alpha|^2 \ge 0$. Also $\operatorname{tr}(K^{-1}B^TB) = \operatorname{tr}(BK^{-1}B^T) \ge 0$, because $BK^{-1}B^T$ is positive semidefinite. The two terms then enter the gradient with opposite signs. The first vanishes when $B\alpha=0$, the second only when $B=0$.

For a signal variance $s>0$ with $K = sC$, where $C$ is fixed and positive definite, we have $K'=C$ and $K^{-1}=C^{-1}/s$, so

$$\frac{dL}{ds} = \frac{1}{2s}\left(\frac{y^TC^{-1}y}{s} - N\right).$$

This vanishes exactly when $Ns = y^TC^{-1}y$. Any noise must scale with $s$ too; a separately fixed noise variance breaks the form $K=sC$.

## Duplicate configurations without noise

Suppose that the same configuration appears twice and the noise variance is $t$:

$$K(t) = \begin{pmatrix}1+t & 1\\ 1 & 1+t\end{pmatrix}, \qquad \det K = t(2+t), \qquad K'=1.$$

At $t=0$ the matrix is symmetric and positive semidefinite, but singular. For $y=(1,1)$ the data-fit term is $-1/(2+t)$ when $t>0$, while $-\tfrac12\ln\det K$ grows without bound as $t\to0^+$. So $L$ has no derivative at $t=0$, even though Lean's conventions for singular inverses and $\ln 0$ assign it a finite value there. The example, worked here without Lean, shows that positive definiteness cannot be weakened to positive semidefiniteness in the gradient theorem.

## Reading the Lean statements

The letter `n` in the code is a finite type that labels the data; the number $N$ is `Fintype.card n`. Only the docstring of `signalVariance_stationary_iff` writes `n` for this number itself. A covariance matrix is a `Matrix n n ℝ` and the data are a function `y : n → ℝ`. The symbols `⬝ᵥ` and `*ᵥ` are the dot product and the matrix-vector product.

`HasEntryDerivAt K K' t` says that every entry of the family `K` has the corresponding entry of `K'` as its derivative at `t`. Here `K'` is one matrix, not a function of the hyperparameter. `dataFit` includes its minus sign, and `complexity` is $\tfrac12\ln\det K$, which `logEvidence` subtracts.

The main theorem, `hasDerivAt_logEvidence`, takes this entrywise derivative and `(K t).PosDef`, and concludes that $L$ is differentiable at `t` with the stated derivative. For real matrices `PosDef` includes symmetry. It is required only at `t`. With several hyperparameters, the theorem gives each partial derivative while the others are held fixed.

`logEvidence` is defined by its formula. The step from there to a real alloy is the assumption that the reference energies are distributed as a centred Gaussian with covariance $K(t)$, which makes the formula their log density. The theorems concern derivatives and stationary points; they do not say that a stationary point is a maximum.

## The complete Lean code

```lean
import Mathlib

open Matrix

namespace GaussianProcessEvidence

noncomputable section

variable {n : Type*} [Fintype n] [DecidableEq n]

/-- The matrix family `K` has the derivative `K'` at the hyperparameter value `t`,
entry by entry. -/
def HasEntryDerivAt (K : ℝ → Matrix n n ℝ) (K' : Matrix n n ℝ) (t : ℝ) : Prop :=
  ∀ i j, HasDerivAt (fun s => K s i j) (K' i j) t

/-- The data-fit term `-yᵀ K⁻¹ y / 2`, for an invertible covariance matrix `K`. -/
def dataFit (K : Matrix n n ℝ) (y : n → ℝ) : ℝ := -(y ⬝ᵥ K⁻¹ *ᵥ y) / 2

/-- The complexity penalty `ln (det K) / 2`, for a covariance matrix `K` of positive
determinant. -/
def complexity (K : Matrix n n ℝ) : ℝ := Real.log K.det / 2

/-- The log marginal likelihood of the data `y` under a centred Gaussian process with
positive definite covariance matrix `K`. -/
def logEvidence (K : Matrix n n ℝ) (y : n → ℝ) : ℝ :=
  dataFit K y - complexity K - Fintype.card n / 2 * Real.log (2 * Real.pi)

variable {K : ℝ → Matrix n n ℝ} {K' : Matrix n n ℝ} {t : ℝ}

/-- Jacobi's formula: the derivative of `det K` is the trace of `adj(K) K'`. -/
theorem hasDerivAt_det (h : HasEntryDerivAt K K' t) :
    HasDerivAt (fun s => (K s).det) ((K t).adjugate * K').trace t := by
  -- differentiate the permutation expansion
  have h1 : HasDerivAt
      (fun s => ∑ σ : Equiv.Perm n, ((Equiv.Perm.sign σ : ℤ) : ℝ) * ∏ i, K s (σ i) i)
      (∑ σ : Equiv.Perm n, ((Equiv.Perm.sign σ : ℤ) : ℝ) *
        ∑ i, (∏ j ∈ Finset.univ.erase i, K t (σ j) j) • K' (σ i) i) t :=
    HasDerivAt.fun_sum fun σ _ =>
      (HasDerivAt.fun_finsetProd fun i _ => h (σ i) i).const_mul _
  -- Cramer's rule: each diagonal entry is a determinant with one column replaced
  have hc : ∀ i, ((K t).adjugate * K') i i
      = ((K t).updateCol i (fun k => K' k i)).det := by
    intro i
    rw [← Matrix.cramer_apply, Matrix.cramer_eq_adjugate_mulVec]
    rfl
  have h2 : ((K t).adjugate * K').trace
      = ∑ σ : Equiv.Perm n, ((Equiv.Perm.sign σ : ℤ) : ℝ) *
        ∑ i, (∏ j ∈ Finset.univ.erase i, K t (σ j) j) • K' (σ i) i := by
    simp only [Matrix.trace, Matrix.diag_apply, hc, Matrix.det_apply', Finset.mul_sum]
    rw [Finset.sum_comm]
    refine Finset.sum_congr rfl fun σ _ => Finset.sum_congr rfl fun i _ => ?_
    have he : ∏ j ∈ Finset.univ.erase i, (K t).updateCol i (fun k => K' k i) (σ j) j
        = ∏ j ∈ Finset.univ.erase i, K t (σ j) j :=
      Finset.prod_congr rfl fun j hj => Matrix.updateCol_ne (Finset.ne_of_mem_erase hj)
    rw [← Finset.mul_prod_erase Finset.univ _ (Finset.mem_univ i), he,
      Matrix.updateCol_self, smul_eq_mul]
    ring
  rw [h2]
  simp only [Matrix.det_apply']
  exact h1

/-- Where `K` is invertible, its inverse has the derivative `-K⁻¹ K' K⁻¹`. -/
theorem hasEntryDerivAt_inv (h : HasEntryDerivAt K K' t) (hdet : (K t).det ≠ 0) :
    HasEntryDerivAt (fun s => (K s)⁻¹) (-((K t)⁻¹ * K' * (K t)⁻¹)) t := by
  -- the adjugate formula shows that the inverse is differentiable
  have hd : ∀ i j, DifferentiableAt ℝ (fun s => (K s)⁻¹ i j) t := by
    intro i j
    have hadj : HasEntryDerivAt (fun s => (K s).updateRow j (Pi.single i 1))
        (K'.updateRow j 0) t := by
      intro a b
      by_cases hab : a = j
      · subst hab
        simp only [Matrix.updateRow_self, Pi.zero_apply]
        exact hasDerivAt_const _ _
      · simp only [Matrix.updateRow_ne hab]
        exact h a b
    have e : (fun s => (K s)⁻¹ i j)
        = fun s => ((K s).det)⁻¹ * ((K s).updateRow j (Pi.single i 1)).det := by
      funext s
      rw [Matrix.inv_def, Matrix.smul_apply, Matrix.adjugate_apply,
        Ring.inverse_eq_inv', smul_eq_mul]
    rw [e]
    exact ((hasDerivAt_det h).differentiableAt.inv hdet).mul
      (hasDerivAt_det hadj).differentiableAt
  obtain ⟨D, hD⟩ : ∃ D, HasEntryDerivAt (fun s => (K s)⁻¹) D t :=
    ⟨Matrix.of fun i j => deriv (fun s => (K s)⁻¹ i j) t, fun i j => (hd i j).hasDerivAt⟩
  -- differentiate `K K⁻¹ = 1`, which holds near `t`
  have hz : K' * (K t)⁻¹ + K t * D = 0 := by
    ext i j
    have hp : HasDerivAt (fun s => (K s * (K s)⁻¹) i j)
        (∑ k, (K' i k * (K t)⁻¹ k j + K t i k * D k j)) t := by
      simp only [Matrix.mul_apply]
      exact HasDerivAt.fun_sum fun k _ => (h i k).fun_mul (hD k j)
    have hev : (fun s => (K s * (K s)⁻¹) i j)
        =ᶠ[nhds t] fun _ => (1 : Matrix n n ℝ) i j := by
      filter_upwards [(hasDerivAt_det h).continuousAt.eventually_ne hdet] with s hs
      rw [Matrix.mul_nonsing_inv _ (isUnit_iff_ne_zero.mpr hs)]
    have h0 := hp.unique ((hasDerivAt_const t _).congr_of_eventuallyEq hev)
    rw [Finset.sum_add_distrib] at h0
    simpa only [Matrix.add_apply, Matrix.mul_apply, Matrix.zero_apply] using h0
  have hDe : D = -((K t)⁻¹ * K' * (K t)⁻¹) := by
    calc D = (K t)⁻¹ * (K t * D) := by
          rw [← mul_assoc, Matrix.nonsing_inv_mul _ (isUnit_iff_ne_zero.mpr hdet), one_mul]
      _ = (K t)⁻¹ * (-(K' * (K t)⁻¹)) := by rw [eq_neg_of_add_eq_zero_right hz]
      _ = -((K t)⁻¹ * K' * (K t)⁻¹) := by rw [mul_neg, mul_assoc]
  rw [← hDe]
  exact hD

/-- Where `K` is invertible, the data-fit term has the derivative
`yᵀ K⁻¹ K' K⁻¹ y / 2`. -/
theorem hasDerivAt_dataFit (h : HasEntryDerivAt K K' t) (hdet : (K t).det ≠ 0)
    (y : n → ℝ) : HasDerivAt (fun s => dataFit (K s) y)
      ((y ⬝ᵥ ((K t)⁻¹ * K' * (K t)⁻¹) *ᵥ y) / 2) t := by
  have hi := hasEntryDerivAt_inv h hdet
  have hq : HasDerivAt (fun s => y ⬝ᵥ (K s)⁻¹ *ᵥ y)
      (y ⬝ᵥ (-((K t)⁻¹ * K' * (K t)⁻¹)) *ᵥ y) t := by
    simp only [dotProduct, Matrix.mulVec]
    exact HasDerivAt.fun_sum fun i _ =>
      (HasDerivAt.fun_sum fun j _ => (hi i j).mul_const (y j)).const_mul (y i)
  exact (hq.fun_neg.div_const 2).congr_deriv
    (by rw [Matrix.neg_mulVec, dotProduct_neg, neg_neg])

/-- Where `det K` is positive, the complexity penalty has the derivative
`tr(K⁻¹ K') / 2`. -/
theorem hasDerivAt_complexity (h : HasEntryDerivAt K K' t) (hdet : 0 < (K t).det) :
    HasDerivAt (fun s => complexity (K s)) (((K t)⁻¹ * K').trace / 2) t := by
  refine (((hasDerivAt_det h).log hdet.ne').div_const 2).congr_deriv ?_
  rw [Matrix.inv_def, Ring.inverse_eq_inv', Matrix.smul_mul, Matrix.trace_smul, smul_eq_mul]
  ring

/-- Marginal-likelihood gradient: where the covariance matrix `K` is positive definite,
the log marginal likelihood has the derivative `yᵀ K⁻¹ K' K⁻¹ y / 2 - tr(K⁻¹ K') / 2`. -/
theorem hasDerivAt_logEvidence (h : HasEntryDerivAt K K' t) (hK : (K t).PosDef)
    (y : n → ℝ) : HasDerivAt (fun s => logEvidence (K s) y)
      ((y ⬝ᵥ ((K t)⁻¹ * K' * (K t)⁻¹) *ᵥ y) / 2 - ((K t)⁻¹ * K').trace / 2) t :=
  ((hasDerivAt_dataFit h hK.det_pos.ne' y).fun_sub
    (hasDerivAt_complexity h hK.det_pos)).sub_const _

/-- For positive definite `C`, the form `yᵀ C⁻¹ A C⁻¹ y` equals `αᵀ A α` with the weights
`α = C⁻¹ y`. -/
theorem quadratic_eq_weights {C : Matrix n n ℝ} (hC : C.PosDef) (A : Matrix n n ℝ)
    (y : n → ℝ) : y ⬝ᵥ (C⁻¹ * A * C⁻¹) *ᵥ y = (C⁻¹ *ᵥ y) ⬝ᵥ A *ᵥ (C⁻¹ *ᵥ y) := by
  have hs : (C⁻¹)ᵀ = C⁻¹ := by
    rw [Matrix.transpose_nonsing_inv, ← Matrix.conjTranspose_eq_transpose_of_trivial, hC.1.eq]
  rw [← Matrix.mulVec_mulVec, ← Matrix.mulVec_mulVec, Matrix.dotProduct_mulVec,
    ← Matrix.mulVec_transpose, hs]

/-- Where `K` is positive definite, the gradient is `tr((α αᵀ - K⁻¹) K') / 2` with the
weights `α = K⁻¹ y`. -/
theorem hasDerivAt_logEvidence_weights (h : HasEntryDerivAt K K' t) (hK : (K t).PosDef)
    (y : n → ℝ) : HasDerivAt (fun s => logEvidence (K s) y)
      (((vecMulVec ((K t)⁻¹ *ᵥ y) ((K t)⁻¹ *ᵥ y) - (K t)⁻¹) * K').trace / 2) t := by
  refine (hasDerivAt_logEvidence h hK y).congr_deriv ?_
  have ht : ∀ a : n → ℝ, (vecMulVec a a * K').trace = a ⬝ᵥ K' *ᵥ a := by
    intro a
    simp only [Matrix.trace, Matrix.diag_apply, Matrix.mul_apply, Matrix.vecMulVec_apply,
      dotProduct, Matrix.mulVec, Finset.mul_sum]
    rw [Finset.sum_comm]
    exact Finset.sum_congr rfl fun i _ => Finset.sum_congr rfl fun j _ => by ring
  rw [quadratic_eq_weights hK, Matrix.sub_mul, Matrix.trace_sub, ht]
  ring

/-- For positive definite `C` and a covariance change `Bᵀ B`, the data-fit form
`yᵀ C⁻¹ Bᵀ B C⁻¹ y` and the penalty trace `tr(C⁻¹ Bᵀ B)` are both non-negative. -/
theorem fit_and_penalty_nonneg {m : Type*} [Fintype m] {C : Matrix n n ℝ}
    (hC : C.PosDef) (B : Matrix m n ℝ) (y : n → ℝ) :
    0 ≤ y ⬝ᵥ (C⁻¹ * (Bᵀ * B) * C⁻¹) *ᵥ y ∧ 0 ≤ (C⁻¹ * (Bᵀ * B)).trace := by
  constructor
  · -- the form is the squared length of `B α`
    rw [quadratic_eq_weights hC, ← Matrix.mulVec_mulVec, Matrix.dotProduct_mulVec,
      ← Matrix.mulVec_transpose, Matrix.transpose_transpose]
    exact Finset.sum_nonneg fun i _ => mul_self_nonneg _
  · have hp := (hC.inv.posSemidef.mul_mul_conjTranspose_same B).trace_nonneg
    rwa [Matrix.conjTranspose_eq_transpose_of_trivial, Matrix.trace_mul_cycle,
      Matrix.trace_mul_comm] at hp

/-- Signal variance: for `K = s C` with `C` positive definite and `s > 0`, the derivative
of the log marginal likelihood in `s` vanishes exactly when `n s = yᵀ C⁻¹ y`, with `n` the
number of data. -/
theorem signalVariance_stationary_iff {C : Matrix n n ℝ} (hC : C.PosDef) (y : n → ℝ)
    {s : ℝ} (hs : 0 < s) :
    HasDerivAt (fun r : ℝ => logEvidence (r • C) y) 0 s
      ↔ Fintype.card n * s = y ⬝ᵥ C⁻¹ *ᵥ y := by
  have hu : IsUnit C.det := isUnit_iff_ne_zero.mpr hC.det_pos.ne'
  have hE : HasEntryDerivAt (fun r : ℝ => r • C) C s := by
    intro i j
    simpa using (hasDerivAt_id s).mul_const (C i j)
  have hinv : (s • C)⁻¹ = s⁻¹ • C⁻¹ := by
    apply Matrix.inv_eq_right_inv
    rw [Matrix.smul_mul, Matrix.mul_smul, smul_smul, mul_inv_cancel₀ hs.ne', one_smul,
      Matrix.mul_nonsing_inv _ hu]
  -- the general gradient, evaluated for `K = s C` and `K' = C`
  have hd : HasDerivAt (fun r : ℝ => logEvidence (r • C) y)
      ((y ⬝ᵥ C⁻¹ *ᵥ y / s - Fintype.card n) / (2 * s)) s := by
    refine (hasDerivAt_logEvidence hE (hC.smul hs) y).congr_deriv ?_
    rw [hinv, Matrix.smul_mul, Matrix.nonsing_inv_mul _ hu, Matrix.smul_mul, one_mul,
      smul_smul, Matrix.smul_mulVec, dotProduct_smul, Matrix.trace_smul, Matrix.trace_one,
      smul_eq_mul, smul_eq_mul]
    field_simp
  have hz : (y ⬝ᵥ C⁻¹ *ᵥ y / s - Fintype.card n) / (2 * s) = 0
      ↔ Fintype.card n * s = y ⬝ᵥ C⁻¹ *ᵥ y := by
    have h2 : ¬ (2 * s = 0) := by positivity
    rw [div_eq_zero_iff, or_iff_left h2, sub_eq_zero, div_eq_iff hs.ne']
    exact eq_comm
  rw [← hz]
  exact ⟨fun h0 => hd.unique h0, fun h0 => h0 ▸ hd⟩

end

end GaussianProcessEvidence
```

```lean
#print axioms GaussianProcessEvidence.hasDerivAt_logEvidence
-- 'GaussianProcessEvidence.hasDerivAt_logEvidence' depends on axioms: [propext, Classical.choice, Quot.sound]
#print axioms GaussianProcessEvidence.hasDerivAt_logEvidence_weights
-- 'GaussianProcessEvidence.hasDerivAt_logEvidence_weights' depends on axioms: [propext, Classical.choice, Quot.sound]
#print axioms GaussianProcessEvidence.fit_and_penalty_nonneg
-- 'GaussianProcessEvidence.fit_and_penalty_nonneg' depends on axioms: [propext, Classical.choice, Quot.sound]
#print axioms GaussianProcessEvidence.signalVariance_stationary_iff
-- 'GaussianProcessEvidence.signalVariance_stationary_iff' depends on axioms: [propext, Classical.choice, Quot.sound]
```

## From the determinant to the stationary condition

`hasDerivAt_det` is Jacobi's formula. Its step `h1` differentiates the permutation expansion with the sum and product rules. Step `hc` is Cramer's rule for a diagonal entry, and `h2` exchanges the two sums to show that the trace equals the derivative found in `h1`.

`hasEntryDerivAt_inv` first proves differentiability in `hd`. An adjugate entry is the determinant of `K` with one row replaced by a unit vector. That row is constant, so the derivative matrix has a zero row there (`hadj`), and Jacobi's formula applies again. The proof then names the unknown derivative `D`. In `hz` it differentiates $KK^{-1}=1$, which holds near `t` because a continuous determinant that is nonzero at `t` stays nonzero nearby. Uniqueness of derivatives gives $K'K^{-1}+KD=0$, and the `calc` block solves for `D`.

`hasDerivAt_dataFit` applies this result inside the double sum $y^TK^{-1}y$. `hasDerivAt_complexity` applies the chain rule for the logarithm to Jacobi's formula. The main theorem subtracts the two, taking the positive determinant from positive definiteness, and `sub_const` removes the normalisation constant.

`quadratic_eq_weights` uses the symmetry of the inverse to move one factor onto the left-hand `y`. `hasDerivAt_logEvidence_weights` combines it with `ht`, which writes $a^TK'a$ as a trace. In `fit_and_penalty_nonneg`, the first part is a sum of squares, and the second uses cyclicity of the trace and the positive semidefiniteness of $BC^{-1}B^T$.

`signalVariance_stationary_iff` evaluates the main theorem for `r • C` at `s`, which gives the explicit gradient `hd`. Step `hz` shows that this expression is zero exactly under the stated condition. If the derivative is zero, uniqueness makes the expression zero; conversely, if the expression is zero, `hd` itself says that the derivative is zero.
